# Löwdin's factorised transition two-matrix for two-electron determinants with nonzero overlap

Suppose two Hartree-Fock calculations on the same two-electron molecule have converged to different solutions, and the two determinants are to be mixed. The Hamiltonian matrix then has an off-diagonal element, in which the electron repulsion connects one determinant to the other. Each determinant is built from its own orbitals, and an orbital of the first set can overlap with both orbitals of the second, for instance when all spins are parallel. Up to normalisation, the repulsion element is the contraction of the repulsion integrals with the transition two-matrix of the pair. When the determinants have nonzero overlap, this two-matrix is fixed by a single one-particle matrix and one number.

Let $A$ and $B$ be complex matrices whose rows are labelled by a finite orthonormal basis of spin orbitals and whose columns hold the coefficients of the occupied orbitals. The columns within each matrix need not be orthonormal. The orbital overlaps form the square matrix $M = B^*A$, where the star on a matrix is the conjugate transpose.

In Lean 4 with Mathlib:

```lean
import Mathlib

open Matrix

namespace LoewdinTransitionTwoMatrix

noncomputable section

variable {r : Type*} {N : ℕ}
```

The type `r` labels the basis spin orbitals, and `N` is the number of electrons. Columns are numbered from 0, as in `Fin N`.

## Determinants as amplitudes

Place electron $i$ in basis orbital $x_i$. Up to normalisation, the amplitude of the determinant at this configuration is $\det A_x$, where $A_x$ is the $N\times N$ matrix with entries $(A_x)_{ij} = A_{x_i j}$.

```lean
/-- The unnormalised amplitude of the Slater determinant with orbital columns `A`
at the configuration `x` of `N` electrons. -/
def slater (A : Matrix r (Fin N) ℂ) (x : Fin N → r) : ℂ :=
  (A.submatrix x id).det
```

In `slater`, the expression `A.submatrix x id` selects the rows listed by `x` and keeps all columns. If an orbital is listed twice, two rows agree and the amplitude is zero, which is the Pauli principle.

For two electrons the amplitude is the antisymmetrised tensor product of the two columns,
$$c_A(p,q) = A_{p0}A_{q1} - A_{p1}A_{q0}.$$

```lean
/-- The antisymmetrised tensor product of the two columns of `A`, without the factor `1/√2`. -/
def pairAmplitude (A : Matrix r (Fin 2) ℂ) : r × r → ℂ :=
  fun p => A p.1 0 * A p.2 1 - A p.1 1 * A p.2 0
```

For orthonormal columns the normalised state is $c_A/\sqrt2$. The code works with $c_A$ itself.

A one-particle matrix $g$ has an antisymmetrised product with itself, made of a direct and an exchange term:
$$(g\wedge g)_{pq,st} = g_{ps}\,g_{qt} - g_{pt}\,g_{qs}.$$

```lean
/-- The antisymmetrised product of a one-particle matrix with itself:
the direct term minus the exchange term. -/
def antisymProduct (g : Matrix r r ℂ) : Matrix (r × r) (r × r) ℂ :=
  fun p s => g p.1 s.1 * g p.2 s.2 - g p.1 s.2 * g p.2 s.1
```

The transition two-matrix is the outer product of the two pair amplitudes,
$$\Gamma_{pq,st} = c_A(p,q)\,\overline{c_B(s,t)}.$$

```lean
/-- The transition two-matrix of two electrons, the outer product of the pair amplitudes
of `A` and `B`. -/
def transitionTwoMatrix (A B : Matrix r (Fin 2) ℂ) : Matrix (r × r) (r × r) ℂ :=
  vecMulVec (pairAmplitude A) (star (pairAmplitude B))
```

Rows and columns of `transitionTwoMatrix A B` are indexed by ordered pairs of basis orbitals. The amplitude of $A$ supplies the row, and the conjugated amplitude of $B$ the column. With the states $c_A/\sqrt2$ and $c_B/\sqrt2$, the matrix element of a pair interaction $V$ is $\tfrac12\sum V_{st,pq}\Gamma_{pq,st}$.

The general amplitude at $N=2$ is a $2\times2$ determinant, and expanding it gives $c_A(p,q)$.

```lean
/-- For two electrons the Slater amplitude is the pair amplitude. -/
theorem slater_pair (A : Matrix r (Fin 2) ℂ) (p q : r) :
    slater A ![p, q] = pairAmplitude A (p, q) := by
  unfold slater pairAmplitude
  rw [det_fin_two]
  rfl
```

Here `![p, q]` is the configuration with the first electron in $p$ and the second in $q$. The proof expands the determinant with `det_fin_two`, after which the two sides agree by definition.

## The transition one-matrix

If $M$ is invertible, define
$$g = A M^{-1} B^*.$$
The inverse compensates for the overlaps between the two orbital sets: $gA = A M^{-1}M = A$, so $g$ leaves every orbital of $A$ unchanged.

```lean
variable [Fintype r]

/-- The transition one-matrix `A (B* A)⁻¹ B*` between two sets of nonorthogonal orbitals. -/
def transitionDensity (A B : Matrix r (Fin N) ℂ) : Matrix r r ℂ :=
  A * (Bᴴ * A)⁻¹ * Bᴴ
```

From here on the code also assumes that the basis is finite, since the product $B^*A$ sums over it. The theorems that use $g$ assume `IsUnit (Bᴴ * A).det`, which over the complex numbers says that $\det M \neq 0$. Physically, the two determinants are not orthogonal.

## The kernel for any number of electrons

Choose configurations $x$ and $y$ of $N$ electrons. The corresponding block of $g$ has entries
$$g_{x_i y_j} = \sum_{k,l} A_{x_i k}\,(M^{-1})_{kl}\,\overline{B_{y_j l}},$$
so it is the product $A_x M^{-1} B_y^*$ of three $N\times N$ matrices. Taking determinants gives
$$\det\big[g_{x_i y_j}\big] = \det A_x\;\frac{1}{\det M}\;\overline{\det B_y},$$
and multiplication by $\det M$ yields
$$\det A_x\,\overline{\det B_y} = \det M\,\det\big[g_{x_i y_j}\big].$$

```lean
/-- The `N`-electron transition kernel of two nonorthogonal determinants is the determinant of
the orbital overlaps times a determinant of transition one-matrix elements. -/
theorem slater_mul_star_slater (A B : Matrix r (Fin N) ℂ) (h : IsUnit (Bᴴ * A).det)
    (x y : Fin N → r) :
    slater A x * star (slater B y) =
      (Bᴴ * A).det * ((transitionDensity A B).submatrix x y).det := by
  -- a block of the one-matrix is a product of three square matrices
  have hg : (transitionDensity A B).submatrix x y =
      A.submatrix x id * (Bᴴ * A)⁻¹ * (B.submatrix y id)ᴴ := by
    ext i j
    rfl
  have hd : (Bᴴ * A).det * ((Bᴴ * A)⁻¹).det = 1 := by
    rw [← det_mul, mul_nonsing_inv _ h, det_one]
  rw [hg, det_mul, det_mul, det_conjTranspose]
  unfold slater
  linear_combination
    (-((A.submatrix x id).det * star (B.submatrix y id).det)) * hd
```

The theorem `slater_mul_star_slater` states the last equation for every $N$ and all configurations. In its proof, `hg` is the factorisation of the block, and `hd` is $\det M\,\det M^{-1}=1$. The rewrites with `det_mul` and `det_conjTranspose` split the determinant into its three factors, and `linear_combination` uses `hd` to cancel the overlap determinant.

## Two electrons

Set $N=2$, $x=(p,q)$ and $y=(s,t)$. The left side of the kernel identity becomes $c_A(p,q)\,\overline{c_B(s,t)}$. The determinant on the right is the $2\times2$ minor $g_{ps}g_{qt}-g_{pt}g_{qs}$. Hence
$$\Gamma_{pq,st} = \det M\,\big(g_{ps}g_{qt} - g_{pt}g_{qs}\big).$$

```lean
/-- Loewdin's factorisation for two electrons: the transition two-matrix of two nonorthogonal
determinants is `det (B* A)` times the antisymmetrised product of the transition one-matrix. -/
theorem transitionTwoMatrix_eq (A B : Matrix r (Fin 2) ℂ) (h : IsUnit (Bᴴ * A).det) :
    transitionTwoMatrix A B =
      (Bᴴ * A).det • antisymProduct (transitionDensity A B) := by
  ext ⟨p, q⟩ ⟨s, t⟩
  have key := slater_mul_star_slater A B h ![p, q] ![s, t]
  -- a two by two minor is the direct term minus the exchange term
  have minor : ∀ g : Matrix r r ℂ,
      (g.submatrix ![p, q] ![s, t]).det = antisymProduct g (p, q) (s, t) := by
    intro g
    rw [det_fin_two]
    rfl
  rw [slater_pair, slater_pair, minor] at key
  exact key
```

The theorem `transitionTwoMatrix_eq` is an equality of whole matrices, and its proof checks one entry at a time. The statement `key` is the kernel identity at the two configurations, and `minor` identifies the $2\times2$ determinant with an entry of `antisymProduct`. Two applications of `slater_pair` turn the amplitudes into pair amplitudes.

The condition on the overlap matters. Take four basis orbitals, let $A$ occupy the first two and $B$ the last two. Then $M=0$ and the prefactor $\det M$ vanishes, but $\Gamma$ does not, because both pair amplitudes are nonzero. The factorisation therefore does not extend to orthogonal determinants. For them $\Gamma$ can still be computed directly from its definition as an outer product.

## An oblique projector with trace $N$

The matrix $g$ is idempotent, because the inner factor $B^*A$ is $M$ again:
$$g^2 = A M^{-1}(B^*A)M^{-1}B^* = A M^{-1}B^* = g.$$

```lean
/-- The transition one-matrix is idempotent. -/
theorem transitionDensity_idempotent (A B : Matrix r (Fin N) ℂ)
    (h : IsUnit (Bᴴ * A).det) :
    transitionDensity A B * transitionDensity A B = transitionDensity A B := by
  unfold transitionDensity
  calc A * (Bᴴ * A)⁻¹ * Bᴴ * (A * (Bᴴ * A)⁻¹ * Bᴴ)
      = A * ((Bᴴ * A)⁻¹ * (Bᴴ * A)) * (Bᴴ * A)⁻¹ * Bᴴ := by
        simp only [Matrix.mul_assoc]
    _ = A * (Bᴴ * A)⁻¹ * Bᴴ := by
        rw [nonsing_inv_mul _ h, Matrix.mul_one]
```

The `calc` block regroups the product so that $M^{-1}M$ stands together, and then removes it. For $A=B$ the projector is Hermitian. For different orbital spaces it is oblique: it projects onto the span of the columns of $A$, along the orthogonal complement of the columns of $B$.

The trace follows from cyclicity:
$$\operatorname{tr} g = \operatorname{tr}(B^*A M^{-1}) = \operatorname{tr} 1_N = N.$$

```lean
/-- For nonorthogonal determinants the trace of the transition one-matrix is the number of
electrons. -/
theorem trace_transitionDensity (A B : Matrix r (Fin N) ℂ) (h : IsUnit (Bᴴ * A).det) :
    (transitionDensity A B).trace = (N : ℂ) := by
  unfold transitionDensity
  rw [Matrix.trace_mul_comm, ← Matrix.mul_assoc, mul_nonsing_inv _ h, trace_one,
    Fintype.card_fin]
```

The transition one-matrix thus counts the electrons, as an ordinary density matrix does, although its diagonal entries can be negative or complex. The proof performs the cyclic move with `trace_mul_comm` and cancels $MM^{-1}$.

## Summing out one electron

Put the second electron in the same basis orbital $q$ on both sides of the two-matrix and sum over $q$. The direct term produces the trace of $g$, the exchange term its square:
$$\sum_q \Gamma_{pq,sq} = \det M\Big(g_{ps}\sum_q g_{qq} - \sum_q g_{pq}g_{qs}\Big) = \det M\,(2g_{ps}-g_{ps}) = \det M\, g_{ps}.$$

```lean
/-- For two nonorthogonal determinants, summing out one of the two electrons turns the transition
two-matrix into `det (B* A)` times the transition one-matrix. -/
theorem contract_transitionTwoMatrix (A B : Matrix r (Fin 2) ℂ)
    (h : IsUnit (Bᴴ * A).det) (p s : r) :
    ∑ q, transitionTwoMatrix A B (p, q) (s, q) =
      (Bᴴ * A).det * transitionDensity A B p s := by
  have ht : ∑ q, transitionDensity A B q q = 2 := by
    have h1 := trace_transitionDensity A B h
    simpa [Matrix.trace] using h1
  have hs : ∑ q, transitionDensity A B p q * transitionDensity A B q s =
      transitionDensity A B p s := by
    have h2 := congrFun (congrFun (transitionDensity_idempotent A B h) p) s
    rwa [Matrix.mul_apply] at h2
  rw [transitionTwoMatrix_eq A B h]
  -- the direct term gives the trace, the exchange term the square
  change ∑ q, (Bᴴ * A).det * (transitionDensity A B p s * transitionDensity A B q q -
    transitionDensity A B p q * transitionDensity A B q s) = _
  rw [← Finset.mul_sum, Finset.sum_sub_distrib, ← Finset.mul_sum, ht, hs]
  ring
```

The two facts about $g$ enter as `ht`, the trace for two electrons, and `hs`, one entry of $g^2=g$. After the factorisation is inserted, the sum is split into its direct and exchange parts and `ring` does the final subtraction. The one-particle matrix obtained from $\Gamma$ is therefore $g$ weighted by $\det M$.

## The prefactor as an overlap

The inner product of the pair amplitudes is a double sum over the positions of the two electrons:
$$\sum_{p,q}\overline{\big(B_{p0}B_{q1}-B_{p1}B_{q0}\big)}\,\big(A_{p0}A_{q1}-A_{p1}A_{q0}\big).$$
With $M_{ij}=\sum_p \overline{B_{pi}}A_{pj}$, its four products give
$$M_{00}M_{11} - M_{01}M_{10} - M_{10}M_{01} + M_{11}M_{00} = 2\det M.$$

```lean
/-- The inner product of two unnormalised pair amplitudes is twice the determinant of the
orbital overlaps. -/
theorem pairAmplitude_overlap (A B : Matrix r (Fin 2) ℂ) :
    star (pairAmplitude B) ⬝ᵥ pairAmplitude A = 2 * (Bᴴ * A).det := by
  have hS : ∀ i j : Fin 2, (Bᴴ * A) i j = ∑ p, star (B p i) * A p j := fun i j => rfl
  have hd : 2 * (Bᴴ * A).det =
      (Bᴴ * A) 0 0 * (Bᴴ * A) 1 1 - (Bᴴ * A) 0 1 * (Bᴴ * A) 1 0
        - (Bᴴ * A) 1 0 * (Bᴴ * A) 0 1 + (Bᴴ * A) 1 1 * (Bᴴ * A) 0 0 := by
    rw [det_fin_two]
    ring
  rw [hd]
  -- write both sides as double sums over the positions of the two electrons
  simp only [hS, Finset.sum_mul_sum, ← Finset.sum_sub_distrib, ← Finset.sum_add_distrib,
    dotProduct, Fintype.sum_prod_type]
  refine Finset.sum_congr rfl fun p _ => Finset.sum_congr rfl fun q _ => ?_
  simp only [pairAmplitude, Pi.star_apply, star_sub, star_mul']
  ring
```

In `pairAmplitude_overlap` the `star` on the first factor supplies the complex conjugation, since `⬝ᵥ` alone does not conjugate. The proof writes $2\det M$ as the four products in `hd`, expands each overlap as a sum over the basis, and compares the summands for fixed $p$ and $q$.

No condition on $M$ is required here. For the states $c_A/\sqrt2$ and $c_B/\sqrt2$ the overlap is exactly $\det M$, so the prefactor in the factorisation is the overlap of the two determinants. If the columns within each matrix are orthonormal, these states are normalised.

## The Hartree-Fock case

Let both determinants be the same, with orthonormal orbitals, so that $A^*A=1$. Then $M=1$, $\det M=1$ and $g=AA^*$, the usual density matrix. The factorisation becomes
$$c_A(p,q)\,\overline{c_A(s,t)} = (AA^*)_{ps}(AA^*)_{qt} - (AA^*)_{pt}(AA^*)_{qs}.$$

```lean
/-- Hartree-Fock factorisation: for two orthonormal orbitals the two-matrix is the antisymmetrised
product of the density matrix `A A*`. -/
theorem hartreeFock_twoMatrix (A : Matrix r (Fin 2) ℂ) (h : Aᴴ * A = 1) :
    transitionTwoMatrix A A = antisymProduct (A * Aᴴ) := by
  have hu : IsUnit (Aᴴ * A).det := by
    rw [h, det_one]
    exact isUnit_one
  have hg : transitionDensity A A = A * Aᴴ := by
    unfold transitionDensity
    rw [h, inv_one, Matrix.mul_one]
  rw [transitionTwoMatrix_eq A A hu, hg, h, det_one, one_smul]

end

end LoewdinTransitionTwoMatrix
```

In `hartreeFock_twoMatrix` the assumption `Aᴴ * A = 1` is the orthonormality of the two columns. It makes the overlap determinant a unit (`hu`) and reduces the transition one-matrix to $AA^*$ (`hg`). This two-matrix has trace 2, the number of ordered electron pairs. The theorem starts from given orbitals, and they need not solve any self-consistent field equations.

```lean
#print axioms LoewdinTransitionTwoMatrix.transitionTwoMatrix_eq
-- 'LoewdinTransitionTwoMatrix.transitionTwoMatrix_eq' depends on axioms: [propext, Classical.choice, Quot.sound]
#print axioms LoewdinTransitionTwoMatrix.contract_transitionTwoMatrix
-- 'LoewdinTransitionTwoMatrix.contract_transitionTwoMatrix' depends on axioms: [propext, Classical.choice, Quot.sound]
#print axioms LoewdinTransitionTwoMatrix.pairAmplitude_overlap
-- 'LoewdinTransitionTwoMatrix.pairAmplitude_overlap' depends on axioms: [propext, Classical.choice, Quot.sound]
#print axioms LoewdinTransitionTwoMatrix.hartreeFock_twoMatrix
-- 'LoewdinTransitionTwoMatrix.hartreeFock_twoMatrix' depends on axioms: [propext, Classical.choice, Quot.sound]
```

## Two-matrices of larger determinants

The two-matrix above belongs to a system of exactly two electrons. Löwdin's formula is mostly needed for more, where the two-matrix is what remains after the other $N-2$ electrons have been summed out of the kernel. The argument of the one-electron contraction carries over, though this extension is derived here by hand only.

Take a $k\times k$ determinant of elements of $g$, set the last row label and the last column label both equal to $q$, and sum over $q$. Permutations that fix the last position contribute $\operatorname{tr} g = N$ times the $(k-1)\times(k-1)$ determinant. In every other permutation $q$ links two factors, and $\sum_q g_{x_i q}\,g_{q y_j} = g_{x_i y_j}$ removes it with a change of sign. There are $k-1$ places where $q$ can be inserted, so
$$\sum_q \det\nolimits_k = (N-k+1)\,\det\nolimits_{k-1}.$$

Starting from the $N$-electron kernel and applying this for $k=N, N-1,\dots,3$ leaves
$$(N-2)!\,\det M\,\big(g_{ps}g_{qt}-g_{pt}g_{qs}\big).$$
The factor $(N-2)!$ belongs to the unnormalised amplitudes. If each determinant carries its factor $1/\sqrt{N!}$ and the two-matrix is scaled by the number $N(N-1)$ of ordered electron pairs, it cancels, because $N(N-1)\,(N-2)! = N!$. For $N=2$ nothing is summed out, and the formula is the factorisation proved above.
